# The singlet exchange kernel against direct RPA: integrand ratio 1/2 at weak screening, 1 at strong screening

Let $v$ be the Coulomb interaction and $\chi_0$ the noninteracting response at a fixed imaginary frequency. For a two-electron singlet with exchange kernel $-v/2$ and one eigenvalue $s>0$ of $-v\chi_0$, the correlation integrand, meaning the change of the eigenvalue of $-v\chi$ due to the interaction, integrated over the coupling constant, is $2\ln(1+s/2)-s$, while direct RPA gives $\ln(1+s)-s$. Their ratio satisfies

$$\frac{2\ln(1+s/2)-s}{\ln(1+s)-s}\;\to\;\frac12\quad(s\to0^+),\qquad \to\;1\quad(s\to\infty),$$

and it exceeds $1/2$ at every $s>0$. Since $1+s$ is the eigenvalue of the direct RPA dielectric function $1-v\chi_0$, small $s$ means weak screening and large $s$ means strong screening. The limits are a special case of a statement about any finite set of positive eigenvalues scaled together. At a fixed imaginary frequency, they show that the relative effect of the singlet exchange kernel on the integrand persists in the limit of weak screening and vanishes in the limit of strong screening. The absolute difference behaves otherwise: it equals $\ln\bigl(1+s^2/(4(1+s))\bigr)$, which grows without bound as $s$ increases.

```lean
import Mathlib

open Filter Topology

namespace RPAExchangeKernel

noncomputable section
```

## The response at partial coupling

Let $v$ be the Coulomb interaction and $\chi_0$ the noninteracting response at a fixed imaginary frequency, so that $-v\chi_0$ has eigenvalues $s\ge0$. Take the kernel $f=-(1-a)v$ with a real number $a$. The net interaction is then $v+f=av$. Direct RPA is $a=1$. The two-electron singlet is $a=1/2$, because both electrons share one spatial orbital and exchange cancels half of the Hartree interaction. This value is put in as a model parameter.

At coupling $l\in[0,1]$ the net interaction is $l\,av$. Since the kernel is proportional to $v$, the Dyson equation $\chi_l=\chi_0+\chi_0\,l\,av\,\chi_l$ separates into one scalar equation per eigenvalue. With $x$ the eigenvalue of $-v\chi_l$,

$$x=s-l\,a s\,x,\qquad\text{hence}\qquad x=\frac{s}{1+l\,a s}.$$

The Lean development starts from these scalars; the operators $v$ and $\chi_0$ do not appear in it.

```lean
/-- Eigenvalue of minus the Coulomb interaction times the response function at coupling `l`,
for noninteracting eigenvalue `s` and kernel `-(1 - a) v`; the domain is `1 + l a s ≠ 0`. -/
def response (a l s : ℝ) : ℝ := s / (1 + l * (a * s))
```

The correlation integrand of one eigenvalue is the coupling integral of the change in response,

$$\int_0^1\left(\frac{s}{1+l\,a s}-s\right)dl .$$

The correlation energy would follow from a further frequency integral with its prefactor, which is not taken here.

```lean
/-- Correlation integrand of one noninteracting eigenvalue `s`: the coupling-constant integral of
the interacting minus the noninteracting response. -/
def integrand (a s : ℝ) : ℝ := ∫ l in (0 : ℝ)..1, (response a l s - s)
```

The trace becomes a sum over a finite index type `ι`, one index per eigenvalue.

```lean
/-- Correlation integrand summed over a finite spectrum of noninteracting eigenvalues. -/
def totalIntegrand {ι : Type*} [Fintype ι] (a : ℝ) (s : ι → ℝ) : ℝ :=
  ∑ i, integrand a (s i)
```

The definition of `response` is justified by solving the Dyson equation. Collecting terms gives $x(1+l\,a s)=s$, which has exactly one solution when the bracket is nonzero. That is the hypothesis `h`, and the two directions of the equivalence are linear rearrangements.

```lean
/-- If `1 + l a s ≠ 0`, then `response a l s` is the unique solution `x` of the scalar Dyson
equation `x = s - l a s x`. -/
theorem dyson_iff {a l s x : ℝ} (h : 1 + l * (a * s) ≠ 0) :
    x = s - l * (a * s) * x ↔ x = response a l s := by
  rw [response, eq_div_iff h]
  constructor <;> intro hx <;> linarith
```

## Integrating over the coupling

For $a>0$ and $s\ge0$ the denominator is at least 1 on $[0,1]$, and

$$\frac{d}{dl}\left[\frac{\ln(1+l\,a s)}{a}-l s\right]=\frac{s}{1+l\,a s}-s .$$

Evaluating the bracket at the end points gives $\ln(1+as)/a-s$. In the proof, `hne` is the nonvanishing denominator, `hd` the derivative and `hc` the continuity that makes the integrand integrable; the fundamental theorem of calculus does the rest.

```lean
/-- For `a > 0` and `s ≥ 0` the coupling-constant integral equals `ln(1 + a s)/a - s`. -/
theorem integrand_eq {a s : ℝ} (ha : 0 < a) (hs : 0 ≤ s) :
    integrand a s = Real.log (1 + a * s) / a - s := by
  have hne : ∀ x ∈ Set.uIcc (0 : ℝ) 1, 1 + x * (a * s) ≠ 0 := by
    intro x hx
    rw [Set.uIcc_of_le zero_le_one] at hx
    have := mul_nonneg hx.1 (mul_nonneg ha.le hs)
    linarith
  -- an antiderivative in the coupling constant
  have hd : ∀ x ∈ Set.uIcc (0 : ℝ) 1,
      HasDerivAt (fun l => Real.log (1 + l * (a * s)) / a - l * s)
        (response a x s - s) x := by
    intro x hx
    have h1 : HasDerivAt (fun l : ℝ => 1 + l * (a * s)) (1 * (a * s)) x :=
      ((hasDerivAt_id' x).mul_const (a * s)).const_add 1
    refine (((h1.log (hne x hx)).div_const a).fun_sub
      ((hasDerivAt_id' x).mul_const s)).congr_deriv ?_
    rw [response, one_mul, one_mul, div_right_comm, mul_div_cancel_left₀ _ ha.ne']
  have hc : ContinuousOn (fun l => response a l s - s) (Set.uIcc (0 : ℝ) 1) := by
    unfold response
    exact (continuousOn_const.div (by fun_prop) hne).sub continuousOn_const
  rw [integrand, intervalIntegral.integral_eq_sub_of_hasDerivAt hd hc.intervalIntegrable]
  simp
```

## Weak screening

The small-$s$ limit will be applied to rescaled arguments. This needs the remark that $xc\to0^+$ when $x\to0^+$ and $c>0$. In Lean, `𝓝[>] 0` denotes the approach to zero from above.

```lean
private theorem tendsto_scale {c : ℝ} (hc : 0 < c) :
    Tendsto (fun x : ℝ => x * c) (𝓝[>] 0) (𝓝[>] 0) := by
  refine tendsto_nhdsWithin_iff.2 ⟨?_, ?_⟩
  · have h : Tendsto (fun x : ℝ => x * c) (𝓝 0) (𝓝 (0 * c)) :=
      (continuous_id.mul continuous_const).tendsto 0
    rw [zero_mul] at h
    exact h.mono_left nhdsWithin_le_nhds
  · filter_upwards [self_mem_nhdsWithin] with x hx
    exact mul_pos hx hc
```

For $0<x<1/2$, the remainder of the logarithm after two terms obeys

$$\left|\ln(1+x)-x+\frac{x^2}{2}\right|\le\frac{x^3}{1-x}\le 2x^3 .$$

Dividing by $x^2$ leaves a distance of at most $2x$ between $(\ln(1+x)-x)/x^2$ and $-1/2$, and a squeeze gives the limit. The proof takes the first inequality from Mathlib at argument $-x$; the second reduces to $x^3(1-2x)\ge0$, the identity `key`.

```lean
private theorem log_second_order :
    Tendsto (fun x : ℝ => (Real.log (1 + x) - x) / x ^ 2) (𝓝[>] 0) (𝓝 (-1 / 2)) := by
  rw [← tendsto_sub_nhds_zero_iff]
  have hb := (tendsto_scale (c := 2) two_pos).mono_right nhdsWithin_le_nhds
  refine squeeze_zero_norm' ?_ hb
  filter_upwards [Ioo_mem_nhdsGT (show (0 : ℝ) < 1 / 2 by norm_num)] with x hx
  obtain ⟨h0, h1⟩ := hx
  -- Taylor remainder of the logarithm after two terms
  have h := Real.abs_log_sub_add_sum_range_le (x := -x)
    (by rw [abs_neg, abs_of_pos h0]; linarith) 2
  have h3 : Real.log (1 + x) - x + x ^ 2 / 2 =
      (∑ i ∈ Finset.range 2, (-x) ^ (i + 1) / ((i : ℝ) + 1)) + Real.log (1 - -x) := by
    simp only [Finset.sum_range_succ, Finset.sum_range_zero, Nat.cast_zero, Nat.cast_one,
      sub_neg_eq_add]
    ring
  have e : (Real.log (1 + x) - x) / x ^ 2 - -1 / 2 =
      (Real.log (1 + x) - x + x ^ 2 / 2) / x ^ 2 := by
    have : x ^ 2 / 2 / x ^ 2 = 1 / 2 := by field_simp
    rw [add_div, this]
    ring
  rw [e, Real.norm_eq_abs, abs_div, abs_of_pos (pow_pos h0 2), div_le_iff₀ (pow_pos h0 2), h3]
  refine h.trans ?_
  rw [abs_neg, abs_of_pos h0, div_le_iff₀ (by linarith)]
  have key : x * 2 * x ^ 2 * (1 - x) - x ^ (2 + 1) = x ^ 3 * (1 - 2 * x) := by ring
  rw [← sub_nonneg, key]
  exact mul_nonneg (pow_pos h0 3).le (by linarith)
```

Writing $I_a(s)$ for the integrand, we have

$$\frac{I_a(s)}{s^2}=a\,\frac{\ln(1+as)-as}{(as)^2}\;\to\;-\frac a2 .$$

The kernel therefore enters at leading order.

```lean
/-- For weak screening the correlation integrand behaves as `-a s²/2`. -/
theorem integrand_weak {a : ℝ} (ha : 0 < a) :
    Tendsto (fun s => integrand a s / s ^ 2) (𝓝[>] 0) (𝓝 (a * (-1 / 2))) := by
  refine ((log_second_order.comp (tendsto_scale ha)).const_mul a).congr' ?_
  filter_upwards [self_mem_nhdsWithin] with s hs
  have hs' : 0 < s := hs
  simp only [Function.comp_apply]
  rw [integrand_eq ha hs'.le, mul_comm s a]
  field_simp
```

## Strong screening

With $u=1+as$,

$$\frac{I_a(s)}{s}=\frac{\ln u}{u}\cdot\frac{1/s+a}{a}-1\;\to\;0\cdot1-1=-1,$$

because the logarithm grows more slowly than its argument. The leading term $-s$ comes from the subtracted noninteracting response and does not depend on $a$.

```lean
/-- For strong screening the correlation integrand behaves as `-s`, whatever `a > 0` is. -/
theorem integrand_strong {a : ℝ} (ha : 0 < a) :
    Tendsto (fun s => integrand a s / s) atTop (𝓝 (-1)) := by
  have hu : Tendsto (fun s : ℝ => 1 + a * s) atTop atTop :=
    tendsto_atTop_add_const_left _ _ (tendsto_id.const_mul_atTop ha)
  have hl := Real.isLittleO_log_id_atTop.tendsto_div_nhds_zero.comp hu
  have h := ((hl.mul (tendsto_inv_atTop_zero.add_const a)).div_const a).sub_const 1
  rw [zero_mul, zero_div, zero_sub] at h
  refine h.congr' ?_
  filter_upwards [eventually_gt_atTop 0] with s hs
  have hp : 1 + a * s ≠ 0 := by positivity
  have hi : s⁻¹ + a = (1 + a * s) / s := by field_simp
  simp only [Function.comp_apply, id_eq]
  rw [integrand_eq ha hs.le, hi, div_mul_div_cancel₀ hp, sub_div, div_self hs.ne',
    div_right_comm]
```

## The ratio for a whole spectrum

Let the eigenvalues be $t s_i$ with fixed $s_i>0$ and a common factor $t>0$; zero eigenvalues contribute nothing to the integrand and are left out. Summing the two asymptotic results gives

$$\frac{1}{t^2}\sum_i I_a(ts_i)\to-\frac a2\sum_i s_i^2,\qquad \frac1t\sum_i I_a(ts_i)\to-\sum_i s_i .$$

Dividing each by its value at $a=1$ cancels the sums over the spectrum and leaves $a$ for $t\to0^+$ and $1$ for $t\to\infty$. The cancellation needs nonzero sums, hence at least one eigenvalue (`Nonempty ι`). In the proof, `weak` and `strong` are the two displayed limits for a general parameter `b`, used at `b = a` and `b = 1`. The common scaling is an idealisation: in a real system the eigenvalues need not grow in proportion.

The condition $a>0$ matters for the second limit. At $a=0$ the kernel $-v$ cancels the Coulomb interaction, the response stays at $s$ for every coupling, and the integrand vanishes. The ratio is then 0 for all $t>0$ and cannot tend to 1.

```lean
/-- Let `a > 0` and take a nonempty finite family of positive noninteracting eigenvalues. When all
of them are scaled by `t`, the ratio of the correlation integrand with kernel `-(1 - a) v` to its
direct RPA value tends to `a` as `t → 0+` and to `1` as `t → ∞`. -/
theorem ratio_limits {ι : Type*} [Fintype ι] [Nonempty ι] {a : ℝ} (ha : 0 < a)
    {s : ι → ℝ} (hs : ∀ i, 0 < s i) :
    Tendsto (fun t => totalIntegrand a (fun i => t * s i) /
      totalIntegrand 1 (fun i => t * s i)) (𝓝[>] 0) (𝓝 a) ∧
    Tendsto (fun t => totalIntegrand a (fun i => t * s i) /
      totalIntegrand 1 (fun i => t * s i)) atTop (𝓝 1) := by
  -- leading behaviour of the sum over the spectrum in both regimes
  have weak : ∀ b : ℝ, 0 < b → Tendsto (fun t => totalIntegrand b (fun i => t * s i) / t ^ 2)
      (𝓝[>] 0) (𝓝 (∑ i, b * (-1 / 2) * s i ^ 2)) := by
    intro b hb
    refine (tendsto_finsetSum Finset.univ fun i _ =>
      ((integrand_weak hb).comp (tendsto_scale (hs i))).mul_const (s i ^ 2)).congr fun t => ?_
    rw [totalIntegrand, Finset.sum_div]
    refine Finset.sum_congr rfl fun i _ => ?_
    simp only [Function.comp_apply]
    rw [mul_pow, ← div_div, div_mul_cancel₀ _ (pow_pos (hs i) 2).ne']
  have strong : ∀ b : ℝ, 0 < b → Tendsto (fun t => totalIntegrand b (fun i => t * s i) / t)
      atTop (𝓝 (∑ i, -1 * s i)) := by
    intro b hb
    refine (tendsto_finsetSum Finset.univ fun i _ => ((integrand_strong hb).comp
      (tendsto_id.atTop_mul_const (hs i))).mul_const (s i)).congr fun t => ?_
    rw [totalIntegrand, Finset.sum_div]
    refine Finset.sum_congr rfl fun i _ => ?_
    simp only [Function.comp_apply, id_eq]
    rw [← div_div, div_mul_cancel₀ _ (hs i).ne']
  have h2 : 0 < ∑ i, s i ^ 2 :=
    Finset.sum_pos (fun i _ => pow_pos (hs i) 2) Finset.univ_nonempty
  have h1 : 0 < ∑ i, s i := Finset.sum_pos (fun i _ => hs i) Finset.univ_nonempty
  constructor
  · have h := (weak a ha).div (weak 1 one_pos) (by rw [← Finset.mul_sum]; linarith)
    rw [← Finset.mul_sum, ← Finset.mul_sum, mul_div_mul_right _ _ h2.ne',
      show a * (-1 / 2) / (1 * (-1 / 2)) = a by ring] at h
    refine h.congr' ?_
    filter_upwards [self_mem_nhdsWithin] with t ht
    exact div_div_div_cancel_right₀ (pow_pos ht 2).ne' _ _
  · have hn : ∑ i, -1 * s i ≠ 0 := by rw [← Finset.mul_sum]; linarith
    have h := (strong a ha).div (strong 1 one_pos) hn
    rw [div_self hn] at h
    refine h.congr' ?_
    filter_upwards [eventually_gt_atTop 0] with t ht
    exact div_div_div_cancel_right₀ ht.ne' _ _
```

## The two-electron singlet

Set $a=1/2$ and take a single eigenvalue, with $s_1=1$, so that $t$ itself is the eigenvalue. The integrated form turns the ratio into the logarithms of the opening formula; this is the identity `e`, valid for $t>0$, which is all that either limit sees.

```lean
/-- For the two-electron singlet kernel `-v/2` and one noninteracting eigenvalue `s`, the ratio of
the correlation integrand to that of direct RPA tends to `1/2` as `s → 0+` and to `1` as `s → ∞`. -/
theorem singlet_ratio_limits :
    Tendsto (fun s : ℝ => (2 * Real.log (1 + s / 2) - s) / (Real.log (1 + s) - s))
      (𝓝[>] 0) (𝓝 (1 / 2)) ∧
    Tendsto (fun s : ℝ => (2 * Real.log (1 + s / 2) - s) / (Real.log (1 + s) - s))
      atTop (𝓝 1) := by
  have e : ∀ t : ℝ, 0 < t → totalIntegrand (1 / 2) (fun _ : Unit => t * 1) /
      totalIntegrand 1 (fun _ : Unit => t * 1) =
      (2 * Real.log (1 + t / 2) - t) / (Real.log (1 + t) - t) := by
    intro t ht
    simp only [totalIntegrand, Finset.univ_unique, Finset.sum_singleton, mul_one]
    rw [integrand_eq (by norm_num) ht.le, integrand_eq one_pos ht.le,
      show 1 + 1 / 2 * t = 1 + t / 2 by ring, one_mul, div_one,
      show Real.log (1 + t / 2) / (1 / 2) = 2 * Real.log (1 + t / 2) by ring]
  have h := ratio_limits (ι := Unit) (a := 1 / 2) (by norm_num) (s := fun _ => 1)
    (fun _ => one_pos)
  refine ⟨h.1.congr' ?_, h.2.congr' ?_⟩
  · filter_upwards [self_mem_nhdsWithin] with t ht using e t ht
  · filter_upwards [eventually_gt_atTop 0] with t ht using e t ht
```

For the strict bound, note that $\ln(1+s)-s<0$ when $s>0$. Multiplying by this negative denominator reverses the inequality, so the claim becomes

$$g(s)=4\ln(1+s/2)-\ln(1+s)-s<0 .$$

Here $g(0)=0$, and for $x>0$

$$g'(x)=\frac{4}{2+x}-\frac{1}{1+x}-1=-\frac{x^2}{(2+x)(1+x)}<0 .$$

Thus $g$ decreases strictly from zero. The proof records the derivative in `hd` and the strict decrease on $[0,\infty)$ in `hanti`, then compares the points $0$ and $s$.

```lean
/-- At every positive noninteracting eigenvalue `s`, the ratio of the singlet correlation integrand
to that of direct RPA is strictly greater than `1/2`. -/
theorem half_lt_singlet_ratio {s : ℝ} (hs : 0 < s) :
    1 / 2 < (2 * Real.log (1 + s / 2) - s) / (Real.log (1 + s) - s) := by
  have hd : ∀ x : ℝ, 0 ≤ x →
      HasDerivAt (fun y : ℝ => 4 * Real.log (1 + y / 2) - Real.log (1 + y) - y)
        (4 * (1 / 2 / (1 + x / 2)) - 1 / (1 + x) - 1) x := fun x hx =>
    ((((((hasDerivAt_id' x).div_const 2).const_add 1).log (by positivity)).const_mul 4).fun_sub
      (((hasDerivAt_id' x).const_add 1).log (by positivity))).fun_sub (hasDerivAt_id' x)
  -- the difference of the two sides decreases from zero
  have hanti := strictAntiOn_of_deriv_neg (convex_Ici (0 : ℝ))
    (fun x hx => (hd x hx).continuousAt.continuousWithinAt) (fun x hx => by
      rw [interior_Ici] at hx
      have hx' : 0 < x := hx
      rw [(hd x hx'.le).deriv]
      have e : 4 * (1 / 2 / (1 + x / 2)) - 1 / (1 + x) - 1 =
          -(x ^ 2 / ((2 + x) * (1 + x))) := by
        field_simp
        ring
      rw [e]
      exact neg_neg_of_pos (by positivity))
  have h := hanti (Set.mem_Ici.2 le_rfl) (Set.mem_Ici.2 hs.le) hs
  norm_num at h
  have hl := Real.log_lt_sub_one_of_pos (show 0 < 1 + s by linarith) (by linarith)
  rw [lt_div_iff_of_neg (by linarith)]
  linarith

end

end RPAExchangeKernel
```

```lean
#print axioms RPAExchangeKernel.dyson_iff
#print axioms RPAExchangeKernel.singlet_ratio_limits
#print axioms RPAExchangeKernel.half_lt_singlet_ratio
```

```
'RPAExchangeKernel.dyson_iff' depends on axioms: [propext, Classical.choice, Quot.sound]
'RPAExchangeKernel.singlet_ratio_limits' depends on axioms: [propext, Classical.choice, Quot.sound]
'RPAExchangeKernel.half_lt_singlet_ratio' depends on axioms: [propext, Classical.choice, Quot.sound]
```
